# An omitted coupling trend can reverse the fitted d-band slope in a linear adsorption model

Let $i$ run over a finite set of $n$ metals. Metal $i$ has a d-band centre $c_i$ (the mean energy of its d states, relative to the Fermi level), a number $u_i$ that measures its coupling to the adsorbate (a squared matrix element, for instance), and an adsorption energy $E_i$, where more negative means stronger binding. All are real numbers in fixed units. In Lean the set of metals is the finite type `ι`, and each quantity is a function `ι → ℝ`.

```lean
import Mathlib

open Finset

namespace DBandOmittedCoupling

noncomputable section

variable {ι : Type*} [Fintype ι]
```

The mean of a quantity $x$ is $\bar x=\frac1n\sum_i x_i$.

```lean
/-- The average of a quantity over a nonempty finite set of metals. -/
def mean (x : ι → ℝ) : ℝ := (∑ i, x i) / (Fintype.card ι : ℝ)
```

The covariance is $\operatorname{cov}(x,y)=\frac1n\sum_i(x_i-\bar x)(y_i-\bar y)$, and $\operatorname{var}(x)=\operatorname{cov}(x,x)$. The prefactor is $1/n$, not $1/(n-1)$; the choice cancels in every ratio and inequality below.

```lean
/-- The covariance of two quantities over a nonempty finite set of metals;
`cov x x` is the variance of `x`. -/
def cov (x y : ι → ℝ) : ℝ :=
  (∑ i, (x i - mean x) * (y i - mean y)) / (Fintype.card ι : ℝ)
```

The energies follow $E_i=a\,c_i+b\,u_i$, with the same constants $a$ and $b$ for all metals.

```lean
/-- The adsorption energy on each metal, linear in the d-band centre `c` and the coupling `u`. -/
def adsorptionEnergy (a b : ℝ) (c u : ι → ℝ) : ι → ℝ := fun i => a * c i + b * u i
```

A line with slope $s$ and intercept $t$ has the summed squared error $Q(s,t)=\sum_i\bigl(E_i-(s\,c_i+t)\bigr)^2$.

```lean
/-- The summed squared error of the line with slope `s` and intercept `t`
as a description of the energies `E` by the d-band centres `c`. -/
def sqError (c E : ι → ℝ) (s t : ℝ) : ℝ := ∑ i, (E i - (s * c i + t)) ^ 2
```

It is a least-squares line if no other line has a smaller $Q$. This is a condition on the line, and it contains no formula for the slope.

```lean
/-- The line with slope `s` and intercept `t` has the least squared error among all lines. -/
def IsLeastSquaresLine (c E : ι → ℝ) (s t : ℝ) : Prop :=
  ∀ s' t', sqError c E s t ≤ sqError c E s' t'
```

With these conventions, and for centres that are not all equal, the least-squares line of $E$ against $c$ has the slope

$$s=a+b\,\frac{\operatorname{cov}(c,u)}{\operatorname{var}(c)},$$

which is positive exactly when $b\operatorname{cov}(c,u)>-a\operatorname{var}(c)$. No sign is assumed for $a$. The case of interest is $a<0$, where raising the centre at fixed coupling strengthens the binding, while the fitted line may say the opposite. This bears on how trends in computed adsorption energies are read, within a noise-free model that has two descriptors and is linear in both.

## Centres that are not all equal

The hypothesis `hc : ∃ i j, c i ≠ c j` says that at least two metals differ in their d-band centre. By hand it is used once, to give $\operatorname{var}(c)>0$, which allows division by the variance and fixes the sign of the quadratic term in the slope.

It also supplies at least one metal, which the lemmas `sum_deviation` and `sqError_eq` take as `[Nonempty ι]`. The first of them is $\sum_i(x_i-\bar x)=\sum_i x_i-n\bar x=0$.

```lean
/-- Deviations from the mean over a nonempty set of metals sum to zero. -/
theorem sum_deviation [Nonempty ι] (x : ι → ℝ) : ∑ i, (x i - mean x) = 0 := by
  have hn : (Fintype.card ι : ℝ) ≠ 0 := Nat.cast_ne_zero.mpr Fintype.card_ne_zero
  simp only [sum_sub_distrib, sum_const, card_univ, nsmul_eq_mul, mean]
  exact sub_eq_zero.mpr (by field_simp)
```

For the variance, suppose that every $c_i$ equalled $\bar c$. Then all centres would be equal, contrary to `hc`. So some metal $k$ has $c_k\neq\bar c$, and the sum of squares has one positive term and no negative ones. The proof of `variance_pos` finds this $k$ by contradiction and passes it to `sum_pos'`.

```lean
/-- The variance of the d-band centres is positive if they are not all equal. -/
theorem variance_pos {c : ι → ℝ} (hc : ∃ i j, c i ≠ c j) : 0 < cov c c := by
  obtain ⟨i, j, hij⟩ := hc
  have : Nonempty ι := ⟨i⟩
  have hne : ∃ k, c k ≠ mean c := by
    by_contra! hk
    exact hij ((hk i).trans (hk j).symm)
  obtain ⟨k, hk⟩ := hne
  unfold cov
  exact div_pos (sum_pos' (fun k _ => mul_self_nonneg _)
    ⟨k, mem_univ k, mul_self_pos.mpr (sub_ne_zero.mpr hk)⟩)
    (Nat.cast_pos.mpr Fintype.card_pos)
```

If all metals share one centre $c_0$, the error depends on $s$ and $t$ only through $s\,c_0+t$. Every slope then belongs to some least-squares line, and the data say nothing about the effect of the centre.

## A line of least squared error

The hypothesis `hfit` says that the reported line is the ordinary least-squares fit with a free intercept and equal weight for each metal. To turn it into a slope, write $m=\bar E-s\,\bar c-t$ for the mismatch at the mean centre. Each residual is

$$E_i-(s\,c_i+t)=(E_i-\bar E)-s\,(c_i-\bar c)+m.$$

On squaring and summing, the cross terms with $m$ vanish because deviations sum to zero, and what remains is

$$Q(s,t)=n\bigl[\operatorname{var}(E)-2s\operatorname{cov}(c,E)+s^2\operatorname{var}(c)+m^2\bigr].$$

In `sqError_eq` the local statement `key` is the expanded square for one metal. The long `rw` then distributes the sum and removes the cross terms with `sum_deviation`.

```lean
/-- For a nonempty set of metals, the squared error of a line splits into a part
quadratic in its slope and the squared mismatch at the mean d-band centre. -/
theorem sqError_eq [Nonempty ι] (c E : ι → ℝ) (s t : ℝ) :
    sqError c E s t = (Fintype.card ι : ℝ) *
      (cov E E - 2 * s * cov c E + s ^ 2 * cov c c + (mean E - s * mean c - t) ^ 2) := by
  have hn : (Fintype.card ι : ℝ) ≠ 0 := Nat.cast_ne_zero.mpr Fintype.card_ne_zero
  have hcov : ∀ x y : ι → ℝ, ∑ i, (x i - mean x) * (y i - mean y)
      = (Fintype.card ι : ℝ) * cov x y := by
    intro x y
    unfold cov
    field_simp
  -- expand each residual about the mean point of the data
  have key : ∀ i, (E i - (s * c i + t)) ^ 2 =
      (E i - mean E) * (E i - mean E) - 2 * s * ((c i - mean c) * (E i - mean E))
      + s ^ 2 * ((c i - mean c) * (c i - mean c)) + (mean E - s * mean c - t) ^ 2
      + 2 * (mean E - s * mean c - t) * (E i - mean E)
      - 2 * (mean E - s * mean c - t) * s * (c i - mean c) := fun i => by ring
  unfold sqError
  rw [sum_congr rfl (fun i _ => key i), sum_sub_distrib, sum_add_distrib, sum_add_distrib,
    sum_add_distrib, sum_sub_distrib, ← mul_sum, ← mul_sum, ← mul_sum, ← mul_sum,
    sum_deviation E, sum_deviation c, hcov E E, hcov c E, hcov c c, sum_const, card_univ,
    nsmul_eq_mul]
  ring
```

Now set $r=\operatorname{cov}(c,E)/\operatorname{var}(c)$ and complete the square:

$$Q(s,t)=n\bigl[\operatorname{var}(E)-r^2\operatorname{var}(c)+\operatorname{var}(c)\,(s-r)^2+m^2\bigr].$$

The first two terms do not depend on the line. The other two are non-negative, and both vanish exactly when $s=r$ and $t=\bar E-r\,\bar c$. So there is one least-squares line, and it passes through the mean point $(\bar c,\bar E)$.

The theorem `isLeastSquaresLine_iff` states this as an equivalence. In the forward direction, the proof compares the given line with the line of slope `r` through the mean point. The two non-negative terms then have a sum of at most zero, so each is zero (`e1`, `e2`). In the reverse direction, `nlinarith` receives the same two terms for the competing line.

```lean
/-- If the d-band centres are not all equal, exactly one line is the least-squares line:
its slope is covariance over variance, and it passes through the mean point. -/
theorem isLeastSquaresLine_iff {c : ι → ℝ} (hc : ∃ i j, c i ≠ c j) (E : ι → ℝ) (s t : ℝ) :
    IsLeastSquaresLine c E s t ↔
      s = cov c E / cov c c ∧ t = mean E - s * mean c := by
  have hV := variance_pos hc
  have : Nonempty ι := ⟨hc.choose⟩
  have hn : (0 : ℝ) < Fintype.card ι := Nat.cast_pos.mpr Fintype.card_pos
  obtain ⟨r, hr⟩ : ∃ r, r = cov c E / cov c c := ⟨_, rfl⟩
  have hC : cov c E = r * cov c c := by
    rw [hr]
    field_simp
  rw [← hr]
  -- complete the square in the slope
  have key : ∀ s t, sqError c E s t = (Fintype.card ι : ℝ) *
      (cov E E - r ^ 2 * cov c c + cov c c * (s - r) ^ 2
        + (mean E - s * mean c - t) ^ 2) := by
    intro s t
    rw [sqError_eq, hC]
    ring
  constructor
  · intro h
    have h1 := h r (mean E - r * mean c)
    rw [key s t, key r] at h1
    have h2 := le_of_mul_le_mul_left h1 hn
    have h3 : cov c c * (s - r) ^ 2 + (mean E - s * mean c - t) ^ 2 ≤ 0 := by
      nlinarith [h2]
    have p1 := mul_nonneg hV.le (sq_nonneg (s - r))
    have p2 := sq_nonneg (mean E - s * mean c - t)
    have e1 : cov c c * (s - r) ^ 2 = 0 := by linarith
    have e2 : (mean E - s * mean c - t) ^ 2 = 0 := by linarith
    have e3 := (pow_eq_zero_iff two_ne_zero).mp ((mul_eq_zero.mp e1).resolve_left hV.ne')
    have e4 := (pow_eq_zero_iff two_ne_zero).mp e2
    exact ⟨by linarith, by linarith⟩
  · rintro ⟨hs, ht⟩ s' t'
    rw [key s t, key s' t']
    apply mul_le_mul_of_nonneg_left _ hn.le
    rw [ht, hs]
    nlinarith [mul_nonneg hV.le (sq_nonneg (s' - r)), sq_nonneg (mean E - s' * mean c - t')]
```

Without minimality the slope is arbitrary. A line chosen by another rule, such as a fit forced through the origin, will in general have a different slope, and the sign criterion does not apply to it.

## An energy linear in centre and coupling

The linear form of $E_i$ is built into the definition `adsorptionEnergy`. The constant $a$ is the change in energy per unit shift of the centre at fixed coupling, and $b$ is the change per unit coupling at fixed centre. Both are postulated here, not derived from a Hamiltonian. A positive $b$ means that stronger coupling weakens the binding at fixed centre, as when Pauli repulsion outweighs the attraction from hybridisation; a negative $b$ means the opposite. A constant offset in the energy is left out; it would shift the intercept and leave the slope as it is.

Linearity enters when the means and covariances of $E$ are worked out. Averaging gives $\bar E=a\,\bar c+b\,\bar u$.

```lean
/-- The mean adsorption energy is the same linear combination of mean centre and mean coupling. -/
theorem mean_adsorptionEnergy (a b : ℝ) (c u : ι → ℝ) :
    mean (adsorptionEnergy a b c u) = a * mean c + b * mean u := by
  simp only [mean, adsorptionEnergy, sum_add_distrib, ← mul_sum]
  ring
```

Subtracting this mean gives $E_i-\bar E=a(c_i-\bar c)+b(u_i-\bar u)$. Multiplying by $c_i-\bar c$ and averaging gives

$$\operatorname{cov}(c,E)=a\operatorname{var}(c)+b\operatorname{cov}(c,u).$$

The proof of `cov_adsorptionEnergy` does the same under the sum, in the step `h`.

```lean
/-- The covariance of d-band centre and adsorption energy is `a` times the variance of the
centres plus `b` times their covariance with the couplings. -/
theorem cov_adsorptionEnergy (a b : ℝ) (c u : ι → ℝ) :
    cov c (adsorptionEnergy a b c u) = a * cov c c + b * cov c u := by
  have h : ∑ i, (c i - mean c) * (adsorptionEnergy a b c u i - (a * mean c + b * mean u))
      = a * ∑ i, (c i - mean c) * (c i - mean c)
        + b * ∑ i, (c i - mean c) * (u i - mean u) := by
    rw [mul_sum, mul_sum, ← sum_add_distrib]
    refine sum_congr rfl (fun i _ => ?_)
    simp only [adsorptionEnergy]
    ring
  unfold cov
  rw [mean_adsorptionEnergy, h]
  ring
```

Division by $\operatorname{var}(c)$ gives the slope stated at the start. The intercept follows from the mean point:

$$t=\bar E-s\,\bar c=b\Bigl(\bar u-\frac{\operatorname{cov}(c,u)}{\operatorname{var}(c)}\,\bar c\Bigr).$$

The ratio $\operatorname{cov}(c,u)/\operatorname{var}(c)$ is itself the least-squares slope of coupling against centre. The fit therefore attributes to the centre whatever part of the coupling follows it linearly. The theorem `omitted_coupling_fit` says that a line is the least-squares line if and only if it has this slope and this intercept. Its proof rewrites with the three preceding results and rearranges.

```lean
/-- If the d-band centres are not all equal, the least-squares line of adsorption energy against
centre has slope `a + b cov(c,u)/var(c)`, and its intercept is `b` times that of the
least-squares line of coupling against centre. -/
theorem omitted_coupling_fit {c : ι → ℝ} (hc : ∃ i j, c i ≠ c j) (u : ι → ℝ) (a b s t : ℝ) :
    IsLeastSquaresLine c (adsorptionEnergy a b c u) s t ↔
      s = a + b * (cov c u / cov c c) ∧
      t = b * (mean u - cov c u / cov c c * mean c) := by
  have hV := (variance_pos hc).ne'
  have e : (a * cov c c + b * cov c u) / cov c c = a + b * (cov c u / cov c c) := by
    field_simp
  rw [isLeastSquaresLine_iff hc, cov_adsorptionEnergy, mean_adsorptionEnergy, e]
  constructor
  · rintro ⟨hs, ht⟩
    refine ⟨hs, ?_⟩
    rw [ht, hs]
    ring
  · rintro ⟨hs, ht⟩
    refine ⟨hs, ?_⟩
    rw [ht, hs]
    ring
```

For the sign, multiply the slope by the positive variance: $\operatorname{var}(c)\,s=a\operatorname{var}(c)+b\operatorname{cov}(c,u)$. The left side has the sign of $s$, so $s>0$ exactly when $b\operatorname{cov}(c,u)>-a\operatorname{var}(c)$. In `fitted_slope_pos_iff` the product is the step `hs`, and `mul_pos_iff_of_pos_left` transfers the sign.

```lean
/-- For d-band centres that are not all equal, the fitted slope is positive exactly when
`b cov(c,u)` exceeds `-a var(c)`. -/
theorem fitted_slope_pos_iff {c u : ι → ℝ} (hc : ∃ i j, c i ≠ c j) {a b s t : ℝ}
    (hfit : IsLeastSquaresLine c (adsorptionEnergy a b c u) s t) :
    0 < s ↔ -a * cov c c < b * cov c u := by
  have hV := variance_pos hc
  have hs : cov c c * s = a * cov c c + b * cov c u := by
    rw [((omitted_coupling_fit hc u a b s t).mp hfit).1]
    field_simp
  rw [← mul_pos_iff_of_pos_left hV, hs]
  constructor <;> intro h <;> linarith
```

If the energy had a further contribution $w_i$, the same algebra would add $\operatorname{cov}(c,w)/\operatorname{var}(c)$ to the slope, and if this term is not zero, the criterion in terms of $u$ alone can give the wrong sign.

## A coupling term with the smaller variance

The hypothesis `hvar` reads $b^2\operatorname{var}(u)<a^2\operatorname{var}(c)$: across the chosen metals, the coupling contribution to the energy varies less than the centre contribution. The fitted slope then has the sign of $a$, however strongly coupling and centre are correlated. Lean expresses the common sign as `0 < a * s`.

By hand, start from

$$\operatorname{var}(c)\,a\,s=a^2\operatorname{var}(c)+ab\operatorname{cov}(c,u).$$

The Cauchy–Schwarz inequality, $\operatorname{cov}(c,u)^2\le\operatorname{var}(c)\operatorname{var}(u)$, bounds the second term:

$$\bigl(ab\operatorname{cov}(c,u)\bigr)^2\le a^2\operatorname{var}(c)\cdot b^2\operatorname{var}(u)<\bigl(a^2\operatorname{var}(c)\bigr)^2.$$

The last step uses `hvar` and $a^2\operatorname{var}(c)>0$, which `hvar` itself implies. The second term is thus smaller in magnitude than the first, the sum is positive, and so is $a\,s$. In the proof, `hCS` is the Cauchy–Schwarz step, the `calc` block is the chain above, and `abs_lt_of_sq_lt_sq` passes from squares to magnitudes.

```lean
/-- For d-band centres that are not all equal, the fitted slope has the sign of `a` whenever
the coupling term has a smaller variance than the centre term, `b² var(u) < a² var(c)`. -/
theorem no_reversal {c u : ι → ℝ} (hc : ∃ i j, c i ≠ c j) {a b s t : ℝ}
    (hfit : IsLeastSquaresLine c (adsorptionEnergy a b c u) s t)
    (hvar : b ^ 2 * cov u u < a ^ 2 * cov c c) : 0 < a * s := by
  have hV := variance_pos hc
  have hs : cov c c * s = a * cov c c + b * cov c u := by
    rw [((omitted_coupling_fit hc u a b s t).mp hfit).1]
    field_simp
  have hU : 0 ≤ cov u u :=
    div_nonneg (sum_nonneg fun _ _ => mul_self_nonneg _) (Nat.cast_nonneg _)
  have hP : 0 < a ^ 2 * cov c c := lt_of_le_of_lt (mul_nonneg (sq_nonneg b) hU) hvar
  -- Cauchy-Schwarz for the covariance
  have hCS : cov c u ^ 2 ≤ cov c c * cov u u := by
    have h := sum_mul_sq_le_sq_mul_sq univ (fun i => c i - mean c) (fun i => u i - mean u)
    unfold cov
    rw [div_pow, div_mul_div_comm, ← pow_two (Fintype.card ι : ℝ)]
    apply div_le_div_of_nonneg_right _ (sq_nonneg _)
    simpa only [pow_two] using h
  have hsq : (a * b * cov c u) ^ 2 < (a ^ 2 * cov c c) ^ 2 := by
    calc (a * b * cov c u) ^ 2 = (a * b) ^ 2 * cov c u ^ 2 := by ring
      _ ≤ (a * b) ^ 2 * (cov c c * cov u u) := mul_le_mul_of_nonneg_left hCS (sq_nonneg _)
      _ = (a ^ 2 * cov c c) * (b ^ 2 * cov u u) := by ring
      _ < (a ^ 2 * cov c c) * (a ^ 2 * cov c c) := mul_lt_mul_of_pos_left hvar hP
      _ = (a ^ 2 * cov c c) ^ 2 := by ring
  have hlow := (abs_lt.mp (abs_lt_of_sq_lt_sq hsq hP.le)).1
  have hprod : cov c c * (a * s) = a ^ 2 * cov c c + a * b * cov c u := by
    linear_combination a * hs
  exact (mul_pos_iff_of_pos_left hV).mp (by rw [hprod]; linarith)
```

The inequality has to be strict. Take $b=-a$ and $u_i=c_i+k$, with a constant $k$ large enough to make all couplings positive. The two variances are then equal and the fitted slope is zero.

When the coupling term varies more than the centre term, the sign can reverse. Take three metals with centres $-3,-2,-1$, couplings $1,2,4$, $a=-1$ and $b=1$. The energies are $4,4,5$. Taken literally, these positive values would mean no binding, but a constant offset of $-6$, say, makes all three negative and leaves the slope as it is. Here $\operatorname{var}(c)=2/3$, $\operatorname{cov}(c,u)=1$ and $\operatorname{var}(u)=14/9$, so `hvar` fails. The slope is $-1+3/2=1/2$ and the intercept is $7/3+3=16/3$. At fixed coupling a higher centre lowers the energy, yet the fitted line rises. The couplings are correlated with the centres but are not an affine function of them, since equal steps in $c$ go with steps of 1 and 2 in $u$.

The theorem `reversal_example` states that this line is the least-squares line. Its proof applies `omitted_coupling_fit` and evaluates the sums. The numbers are chosen for illustration and describe no particular metals.

```lean
/-- Three metals with centres -3, -2, -1 and couplings 1, 2, 4 have a fitted slope of +1/2,
although the energy falls with the centre at fixed coupling (`a = -1`, `b = 1`). -/
theorem reversal_example :
    IsLeastSquaresLine ![-3, -2, -1]
      (adsorptionEnergy (-1) 1 ![-3, -2, -1] ![1, 2, 4]) (1 / 2) (16 / 3) := by
  have hc : ∃ i j : Fin 3, (![-3, -2, -1] : Fin 3 → ℝ) i ≠ ![-3, -2, -1] j :=
    ⟨0, 1, by norm_num⟩
  rw [omitted_coupling_fit hc]
  constructor <;> norm_num [cov, mean, Fin.sum_univ_succ]

end

end DBandOmittedCoupling
```

```lean
#print axioms DBandOmittedCoupling.omitted_coupling_fit
#print axioms DBandOmittedCoupling.fitted_slope_pos_iff
#print axioms DBandOmittedCoupling.no_reversal
#print axioms DBandOmittedCoupling.reversal_example
```

```
'DBandOmittedCoupling.omitted_coupling_fit' depends on axioms: [propext, Classical.choice, Quot.sound]
'DBandOmittedCoupling.fitted_slope_pos_iff' depends on axioms: [propext, Classical.choice, Quot.sound]
'DBandOmittedCoupling.no_reversal' depends on axioms: [propext, Classical.choice, Quot.sound]
'DBandOmittedCoupling.reversal_example' depends on axioms: [propext, Classical.choice, Quot.sound]
```
